# The Maxwell relation between density and particle number for a twice continuously differentiable energy

Without a Maxwell relation, the change of an electron density with the chemical potential and the change of the particle number with the external potential would be two unrelated quantities. Each would need its own calculation, and a wrong sign in one would not show up in the other. For a smooth energy model of a system that exchanges electrons with a reservoir, such as a molecule on an electrode, the relation ties them together: the first derivative, at fixed external potential, is minus the second, at fixed chemical potential.

## From the energy to the grand potential

Let $E(N,v)$, assumed differentiable, be the energy at particle number $N$ and external potential $v$, where $v$ is the potential energy of one particle. Write $\rho=E_v$ for the density; it acts on a change of potential $w$ as $\rho[w]$, which stands for $\int\rho(r)w(r)\,dr$. Suppose that $N(\mu,v)$ is differentiable in each variable and satisfies $E_N(N(\mu,v),v)=\mu$: the system has exchanged particles with a reservoir until their chemical potentials agree. Put $\Omega(\mu,v)=E(N(\mu,v),v)-\mu N(\mu,v)$. The chain rule gives

$$\Omega_\mu=E_N N_\mu-N-\mu N_\mu=-N,$$
$$\Omega_v[w]=E_N N_v[w]+E_v[w]-\mu N_v[w]=\rho[w].$$

Now let $E$ be $C^2$. Define the hardness $\eta=E_{NN}$ (without the factor $1/2$ that some texts include), the softness $S=N_\mu$ and the Fukui functional $f=\partial\rho/\partial N$ at fixed $v$. Symmetry of second derivatives says that $f[w]$ is also the response of $E_N$ to $w$. Differentiating $E_N(N(\mu,v),v)=\mu$ in $\mu$ and in $v$ gives

$$\eta S=1,\qquad \eta N_v[w]+f[w]=0.$$

Multiplying the second equation by $S$ yields $N_v=-Sf$. Along $N(\mu,v)$ at fixed $v$, the chain rule gives $\partial\rho/\partial\mu=Sf$. Hence $\partial\rho/\partial\mu=-\partial N/\partial v$.

The same argument, applied to the density at fixed $\mu$, gives a neighbouring formula, stated here informally:

$$\left(\frac{\partial\rho[w]}{\partial v}\right)_{\!\mu}[u]=E_{vv}[u,w]-S\,f[u]\,f[w].$$

## Potentials in a normed space

In Lean, potentials form any real normed space `V`; the two-variable case is `V = ℝ`.

```lean
import Mathlib

namespace GrandPotentialMaxwell

noncomputable section

variable {V : Type*} [NormedAddCommGroup V] [NormedSpace ℝ V]
  {E : ℝ × V → ℝ} {N : ℝ → V → ℝ}
```

The chemical potential is the derivative of `E` in the direction `(1, 0)`.

```lean
/-- The chemical potential: the derivative of the energy `E(N, v)` with respect to the
particle number at fixed external potential. -/
def chemicalPotential (E : ℝ × V → ℝ) (x : ℝ × V) : ℝ := fderiv ℝ E x (1, 0)
```

The density is a continuous linear functional on `V`; no density function of position is constructed.

```lean
/-- The density: the derivative of the energy `E(N, v)` with respect to the external
potential at fixed particle number, as a linear functional of the change of potential. -/
def density (E : ℝ × V → ℝ) (x : ℝ × V) : V →L[ℝ] ℝ :=
  (fderiv ℝ E x).comp (ContinuousLinearMap.inr ℝ ℝ V)
```

Hardness and the Fukui functional are derivatives in particle number.

```lean
/-- The hardness: the derivative of the chemical potential with respect to the
particle number. -/
def hardness (E : ℝ × V → ℝ) (x : ℝ × V) : ℝ := fderiv ℝ (chemicalPotential E) x (1, 0)

/-- The Fukui functional: the derivative of the density with respect to the
particle number. -/
def fukui (E : ℝ × V → ℝ) (x : ℝ × V) : V →L[ℝ] ℝ := fderiv ℝ (density E) x (1, 0)
```

Softness and the grand potential depend on the chosen function `N`.

```lean
/-- The softness: the derivative of the particle number `N(μ, v)` with respect to `μ`. -/
def softness (N : ℝ → V → ℝ) (μ : ℝ) (v : V) : ℝ := deriv (fun m => N m v) μ

/-- The grand potential `Ω(μ, v) = E(N(μ, v), v) - μ N(μ, v)`. -/
def grandPotential (E : ℝ × V → ℝ) (N : ℝ → V → ℝ) (μ : ℝ) (v : V) : ℝ :=
  E (N μ v, v) - μ * N μ v
```

## Symmetry and the first derivatives

Linearity splits a joint change into its two parts.

```lean
/-- A linear response to a joint change of particle number and potential is the sum of
the two separate responses. -/
theorem apply_pair (L : ℝ × V →L[ℝ] ℝ) (a : ℝ) (w : V) :
    L (a, w) = a * L (1, 0) + L (0, w) := by
  have h : ((a, w) : ℝ × V) = a • ((1, 0) : ℝ × V) + (0, w) := by simp
  rw [h, map_add, map_smul, smul_eq_mul]
```

The $C^2$ assumption makes the first derivative differentiable.

```lean
/-- The first derivative of a twice continuously differentiable energy is
differentiable. -/
theorem differentiable_fderiv (hE : ContDiff ℝ 2 E) : Differentiable ℝ (fderiv ℝ E) :=
  (hE.fderiv_right (m := 1) one_add_one_eq_two.le).differentiable (by norm_num)
```

Both sides of the next identity are evaluations of the second derivative of `E`, and `hsymm` exchanges their arguments.

```lean
/-- For a twice continuously differentiable energy, the response of the chemical potential
to a change of potential at fixed particle number is the Fukui functional. -/
theorem chemicalPotential_response (hE : ContDiff ℝ 2 E) (x : ℝ × V) (w : V) :
    fderiv ℝ (chemicalPotential E) x (0, w) = fukui E x w := by
  have hD := (differentiable_fderiv hE x).hasFDerivAt
  have h1 : HasFDerivAt (chemicalPotential E)
      ((ContinuousLinearMap.apply ℝ ℝ ((1, 0) : ℝ × V)).comp
        (fderiv ℝ (fderiv ℝ E) x)) x :=
    (ContinuousLinearMap.apply ℝ ℝ ((1, 0) : ℝ × V)).hasFDerivAt.comp x hD
  have h2 : HasFDerivAt (density E)
      (((ContinuousLinearMap.compL ℝ V (ℝ × V) ℝ).flip
        (ContinuousLinearMap.inr ℝ ℝ V)).comp (fderiv ℝ (fderiv ℝ E) x)) x :=
    ((ContinuousLinearMap.compL ℝ V (ℝ × V) ℝ).flip
      (ContinuousLinearMap.inr ℝ ℝ V)).hasFDerivAt.comp x hD
  -- both sides are mixed second derivatives of the energy
  have hsymm : IsSymmSndFDerivAt ℝ E x := hE.contDiffAt.isSymmSndFDerivAt (by simp)
  unfold fukui
  rw [h1.fderiv, h2.fderiv]
  exact hsymm.eq (0, w) (1, 0)
```

In the theorems below, `hNm` and `hNv` state differentiability of `N` in $\mu$ and in $v$, and `hs` is the equilibrium condition, for all real $\mu$ and all $v$. For the derivatives of $\Omega$, `E` need only be differentiable. In both proofs `linear_combination` cancels the terms containing derivatives of `N`.

```lean
/-- If `E` is differentiable, `N(μ, v)` is differentiable in `μ`, and the chemical potential
at `N(μ, v)` is `μ`, then `∂Ω/∂μ = -N`. -/
theorem grandPotential_deriv_mu (hE : Differentiable ℝ E)
    (hNm : ∀ v, Differentiable ℝ fun m => N m v)
    (hs : ∀ μ v, chemicalPotential E (N μ v, v) = μ) (μ : ℝ) (v : V) :
    HasDerivAt (fun m => grandPotential E N m v) (-N μ v) μ := by
  have hS : HasDerivAt (fun m => N m v) (softness N μ v) μ := (hNm v μ).hasDerivAt
  have h := (hE (N μ v, v)).hasFDerivAt.comp_hasDerivAt μ
    (hS.prodMk (hasDerivAt_const μ v))
  refine (h.sub ((hasDerivAt_id' μ).mul hS)).congr_deriv ?_
  change fderiv ℝ E (N μ v, v) (softness N μ v, 0)
    - (1 * N μ v + μ * softness N μ v) = -N μ v
  have h0 : fderiv ℝ E (N μ v, v) ((0 : ℝ), (0 : V)) = 0 := map_zero _
  have hs' : fderiv ℝ E (N μ v, v) (1, 0) = μ := hs μ v
  -- the terms with the softness cancel
  linear_combination apply_pair (fderiv ℝ E (N μ v, v)) (softness N μ v) 0 + h0
    + softness N μ v * hs'

/-- If `E` is differentiable, `N(μ, v)` is differentiable in `v`, and the chemical potential
at `N(μ, v)` is `μ`, then `∂Ω/∂v` is the density at particle number `N(μ, v)`. -/
theorem grandPotential_deriv_v (hE : Differentiable ℝ E)
    (hNv : ∀ μ, Differentiable ℝ (N μ))
    (hs : ∀ μ v, chemicalPotential E (N μ v, v) = μ) (μ : ℝ) (v : V) :
    HasFDerivAt (fun u => grandPotential E N μ u) (density E (N μ v, v)) v := by
  have hN := (hNv μ v).hasFDerivAt
  have h : HasFDerivAt (E ∘ fun u => (N μ u, u))
      ((fderiv ℝ E (N μ v, v)).comp
        ((fderiv ℝ (N μ) v).prod (ContinuousLinearMap.id ℝ V))) v :=
    HasFDerivAt.comp v (hE (N μ v, v)).hasFDerivAt (hN.prodMk (hasFDerivAt_id v))
  refine (h.sub (hN.const_mul μ)).congr_fderiv ?_
  ext w
  change fderiv ℝ E (N μ v, v) (fderiv ℝ (N μ) v w, w) - μ * fderiv ℝ (N μ) v w
    = fderiv ℝ E (N μ v, v) (0, w)
  have hs' : fderiv ℝ E (N μ v, v) (1, 0) = μ := hs μ v
  linear_combination apply_pair (fderiv ℝ E (N μ v, v)) (fderiv ℝ (N μ) v w) w
    + fderiv ℝ (N μ) v w * hs'
```

## Responses and the Maxwell relation

Rewriting with `hs` turns the chemical potential along `N` into the identity function of $\mu$. Uniqueness of the derivative then gives $\eta S=1$.

```lean
/-- For a twice continuously differentiable energy and `N(μ, v)` differentiable in `μ` with
chemical potential `μ`, the product of hardness and softness is one. -/
theorem hardness_mul_softness (hE : ContDiff ℝ 2 E)
    (hNm : ∀ v, Differentiable ℝ fun m => N m v)
    (hs : ∀ μ v, chemicalPotential E (N μ v, v) = μ) (μ : ℝ) (v : V) :
    hardness E (N μ v, v) * softness N μ v = 1 := by
  have hd : Differentiable ℝ (chemicalPotential E) :=
    (differentiable_fderiv hE).clm_apply (differentiable_const _)
  have hS : HasDerivAt (fun m => N m v) (softness N μ v) μ := (hNm v μ).hasDerivAt
  have hc := (hd (N μ v, v)).hasFDerivAt.comp_hasDerivAt μ
    (hS.prodMk (hasDerivAt_const μ v))
  have h : HasDerivAt (fun m => chemicalPotential E (N m v, v))
      (fderiv ℝ (chemicalPotential E) (N μ v, v) (softness N μ v, 0)) μ := hc
  simp only [hs] at h
  have h1 := h.unique (hasDerivAt_id' μ)
  have h0 : fderiv ℝ (chemicalPotential E) (N μ v, v) ((0 : ℝ), (0 : V)) = 0 := map_zero _
  rw [apply_pair, h0] at h1
  unfold hardness
  linear_combination h1
```

As a function of $v$ it is constant, so its derivative vanishes; multiplying by $S$ isolates $N_v$.

```lean
/-- For a twice continuously differentiable energy and `N(μ, v)` differentiable in each
variable with chemical potential `μ`, `∂N/∂v` is minus softness times the Fukui functional. -/
theorem number_response (hE : ContDiff ℝ 2 E)
    (hNm : ∀ v, Differentiable ℝ fun m => N m v) (hNv : ∀ μ, Differentiable ℝ (N μ))
    (hs : ∀ μ v, chemicalPotential E (N μ v, v) = μ) (μ : ℝ) (v : V) :
    fderiv ℝ (N μ) v = -(softness N μ v • fukui E (N μ v, v)) := by
  have hd : Differentiable ℝ (chemicalPotential E) :=
    (differentiable_fderiv hE).clm_apply (differentiable_const _)
  have hc : HasFDerivAt (chemicalPotential E ∘ fun u => (N μ u, u))
      ((fderiv ℝ (chemicalPotential E) (N μ v, v)).comp
        ((fderiv ℝ (N μ) v).prod (ContinuousLinearMap.id ℝ V))) v :=
    HasFDerivAt.comp v (hd (N μ v, v)).hasFDerivAt
      ((hNv μ v).hasFDerivAt.prodMk (hasFDerivAt_id v))
  have h : HasFDerivAt (fun u => chemicalPotential E (N μ u, u))
      ((fderiv ℝ (chemicalPotential E) (N μ v, v)).comp
        ((fderiv ℝ (N μ) v).prod (ContinuousLinearMap.id ℝ V))) v := hc
  -- the chemical potential stays at `μ` when the potential changes
  simp only [hs] at h
  ext w
  have h1 : fderiv ℝ (chemicalPotential E) (N μ v, v) (fderiv ℝ (N μ) v w, w) = 0 :=
    DFunLike.congr_fun (h.unique (hasFDerivAt_const μ v)) w
  rw [apply_pair, chemicalPotential_response hE] at h1
  have h2 := hardness_mul_softness hE hNm hs μ v
  unfold hardness at h2
  change fderiv ℝ (N μ) v w = -(softness N μ v * fukui E (N μ v, v) w)
  linear_combination softness N μ v * h1 - fderiv ℝ (N μ) v w * h2
```

The density response is the chain rule alone and does not use `hs`.

```lean
/-- For a twice continuously differentiable energy and `N(μ, v)` differentiable in `μ`,
the derivative of the density along `N(μ, v)` with respect to `μ` is softness times the
Fukui functional. -/
theorem density_response (hE : ContDiff ℝ 2 E)
    (hNm : ∀ v, Differentiable ℝ fun m => N m v) (μ : ℝ) (v : V) :
    HasDerivAt (fun m => density E (N m v, v))
      (softness N μ v • fukui E (N μ v, v)) μ := by
  have hd : Differentiable ℝ (density E) :=
    (differentiable_fderiv hE).clm_comp (differentiable_const _)
  have hS : HasDerivAt (fun m => N m v) (softness N μ v) μ := (hNm v μ).hasDerivAt
  have h := (hd (N μ v, v)).hasFDerivAt.comp_hasDerivAt μ
    (hS.prodMk (hasDerivAt_const μ v))
  refine h.congr_deriv ?_
  have hp : ((softness N μ v, 0) : ℝ × V) = softness N μ v • ((1, 0) : ℝ × V) := by simp
  rw [hp, map_smul]
  rfl
```

Combining the last two results gives the relation as an equality of functionals, including the existence of the derivative on the left.

```lean
/-- Maxwell relation `∂ρ/∂μ = -∂N/∂v`, for a twice continuously differentiable energy and
`N(μ, v)` differentiable in each variable with chemical potential `μ`. -/
theorem maxwell_relation (hE : ContDiff ℝ 2 E)
    (hNm : ∀ v, Differentiable ℝ fun m => N m v) (hNv : ∀ μ, Differentiable ℝ (N μ))
    (hs : ∀ μ v, chemicalPotential E (N μ v, v) = μ) (μ : ℝ) (v : V) :
    HasDerivAt (fun m => density E (N m v, v)) (-fderiv ℝ (N μ) v) μ := by
  rw [number_response hE hNm hNv hs, neg_neg]
  exact density_response hE hNm μ v
```

The exact zero-temperature energy of a real system does not meet these hypotheses: as a function of $N$ it is generally linear between integers, with kinks at the integers. Differentiability fails at the kinks, and on a linear piece $\eta=0$, which contradicts $\eta S=1$. The theorem is therefore about smooth models of the energy. In Lean such a model must be defined and smooth for every real $N$, negative values included; the derivation by hand is local and needs smoothness and the equilibrium condition only near the point considered.

## One scalar potential

In the quadratic model, $N$ is best read as an excess over a reference number, $\chi$ is the electronegativity at $N=v=0$, and $\alpha$ is a polarisation coefficient. The number $v$ is the strength of a potential of fixed shape, scaled so that $f=1$. The model has no term linear in $v$ alone, so $\rho$, like $N$, is counted from its reference value. For a uniform shift of the potential $\rho=N$, so $\alpha=0$.

```lean
/-- The quadratic energy model `-χ N + η N² / 2 + N v - α v² / 2` with a scalar potential. -/
def quadraticEnergy (χ η α : ℝ) (x : ℝ × ℝ) : ℝ :=
  -χ * x.1 + η / 2 * x.1 ^ 2 + x.1 * x.2 - α / 2 * x.2 ^ 2

/-- The particle number `(μ + χ - v) / η` of the quadratic model, for `η ≠ 0`. -/
def quadraticNumber (χ η μ v : ℝ) : ℝ := (μ + χ - v) / η
```

The model meets all the hypotheses when $\eta\neq0$; a stable equilibrium with the reservoir, a minimum of $E-\mu N$ in $N$, needs $\eta>0$. In the proof, `key` computes the chemical potential $-\chi+\eta N+v$, and inserting `quadraticNumber` returns $\mu$.

```lean
/-- For `η ≠ 0` the quadratic model is twice continuously differentiable, its particle number
is differentiable in each variable, and its chemical potential there is `μ`. -/
theorem maxwell_relation_witness (χ η α : ℝ) (hη : η ≠ 0) :
    ContDiff ℝ 2 (quadraticEnergy χ η α) ∧
    (∀ v, Differentiable ℝ fun m => quadraticNumber χ η m v) ∧
    (∀ μ, Differentiable ℝ (quadraticNumber χ η μ)) ∧
    ∀ μ v, chemicalPotential (quadraticEnergy χ η α) (quadraticNumber χ η μ v, v) = μ := by
  have hC : ContDiff ℝ 2 (quadraticEnergy χ η α) := by
    unfold quadraticEnergy
    fun_prop
  have key : ∀ n v : ℝ,
      chemicalPotential (quadraticEnergy χ η α) (n, v) = -χ + η * n + v := by
    intro n v
    have hd : Differentiable ℝ (quadraticEnergy χ η α) := hC.differentiable (by norm_num)
    have h := (hd (n, v)).hasFDerivAt.comp_hasDerivAt n
      ((hasDerivAt_id' n).prodMk (hasDerivAt_const n v))
    have h2 := ((((hasDerivAt_id' n).const_mul (-χ)).add
      ((hasDerivAt_pow 2 n).const_mul (η / 2))).add
      ((hasDerivAt_id' n).mul_const v)).sub_const (α / 2 * v ^ 2)
    refine (h.unique h2).trans ?_
    push_cast
    ring
  refine ⟨hC, fun v => ?_, fun μ => ?_, fun μ v => ?_⟩
  · unfold quadraticNumber
    fun_prop
  · unfold quadraticNumber
    fun_prop
  · have h : η * quadraticNumber χ η μ v = μ + χ - v := by
      unfold quadraticNumber
      field_simp
    rw [key]
    linear_combination h

end

end GrandPotentialMaxwell
```

Here $\rho=N-\alpha v$, so $\partial\rho/\partial\mu=1/\eta=-\partial N/\partial v$. Both responses vanish as $\eta\to\infty$, where the particle number becomes rigid.

```lean
#print axioms GrandPotentialMaxwell.grandPotential_deriv_mu
#print axioms GrandPotentialMaxwell.grandPotential_deriv_v
#print axioms GrandPotentialMaxwell.maxwell_relation
```

```
'GrandPotentialMaxwell.grandPotential_deriv_mu' depends on axioms: [propext, Classical.choice, Quot.sound]
'GrandPotentialMaxwell.grandPotential_deriv_v' depends on axioms: [propext, Classical.choice, Quot.sound]
'GrandPotentialMaxwell.maxwell_relation' depends on axioms: [propext, Classical.choice, Quot.sound]
```
